# Squared polarity equals Phillips ionicity in the stationary states of a two-orbital bond with a nonzero gap

A bond is described by two orthonormal orbitals, numbered 0 and 1, and a state by its real amplitudes $v=(v_0,v_1)$, not necessarily normalised. Energies are measured from the mean orbital energy. The real parameter $C$ is the heteropolar splitting between the orbital energies, and $h$ is the homopolar coupling, entered as $h/2$ off the diagonal.

```lean
import Mathlib

open Matrix

namespace PhillipsIonicity

noncomputable section
```

$$H=\begin{pmatrix} C/2 & h/2\\ h/2 & -C/2\end{pmatrix}$$

For $C>0$, orbital 0 lies higher. An in-phase bonding combination corresponds to $h<0$.

```lean
/-- The two-orbital bond Hamiltonian with homopolar coupling `h` and heteropolar
splitting `C`, measured from the mean orbital energy. -/
def bondHamiltonian (h C : ℝ) : Matrix (Fin 2) (Fin 2) ℝ :=
  !![C / 2, h / 2; h / 2, -C / 2]
```

With $g=\sqrt{h^2+C^2}$, the bonding energy is $-g/2$.

```lean
/-- The bonding energy: minus half of the gap `√(h² + C²)`. -/
def bondingEnergy (h C : ℝ) : ℝ := -Real.sqrt (h ^ 2 + C ^ 2) / 2
```

The polarity is the normalised population difference, $p=(v_0^2-v_1^2)/(v_0^2+v_1^2)$.

```lean
/-- The bond polarity of a nonzero state: the difference of the two orbital
populations divided by their sum. -/
def polarity (v : Fin 2 → ℝ) : ℝ := (v 0 ^ 2 - v 1 ^ 2) / (v 0 ^ 2 + v 1 ^ 2)
```

The bond order is $b=2v_0v_1/(v_0^2+v_1^2)$, the usual value for a doubly occupied state.

```lean
/-- The bond order of a nonzero state: twice the product of the two amplitudes
divided by the total population. -/
def bondOrder (v : Fin 2 → ℝ) : ℝ := 2 * v 0 * v 1 / (v 0 ^ 2 + v 1 ^ 2)
```

The ionicity is the heteropolar share of the squared gap, $f=C^2/(h^2+C^2)$.

```lean
/-- The Phillips ionicity `C² / (h² + C²)`, for `h` and `C` not both zero. -/
def ionicity (h C : ℝ) : ℝ := C ^ 2 / (h ^ 2 + C ^ 2)
```

## Nonzero denominators

If $h$ or $C$ is nonzero, then $h^2+C^2>0$. Physically, the bond has a gap.

```lean
lemma gap_sq_pos {h C : ℝ} (hc : h ≠ 0 ∨ C ≠ 0) : 0 < h ^ 2 + C ^ 2 := by
  rcases hc with hc | hc <;> positivity
```

Likewise $v_0^2+v_1^2>0$ for a nonzero state: otherwise both squares, and hence both amplitudes, would vanish.

```lean
lemma population_pos {v : Fin 2 → ℝ} (hv : v ≠ 0) : 0 < v 0 ^ 2 + v 1 ^ 2 := by
  by_contra hn
  have hn' := not_lt.1 hn
  have h0 : v 0 ^ 2 = 0 := by linarith [sq_nonneg (v 0), sq_nonneg (v 1)]
  have h1 : v 1 ^ 2 = 0 := by linarith [sq_nonneg (v 0), sq_nonneg (v 1)]
  exact hv (funext (Fin.forall_fin_two.2
    ⟨pow_eq_zero_iff two_ne_zero |>.1 h0, pow_eq_zero_iff two_ne_zero |>.1 h1⟩))
```

## From the eigenvalue equation to the energy

Written by components, $Hv=Ev$ is the pair of secular equations

$$\tfrac C2v_0+\tfrac h2v_1=Ev_0,\qquad \tfrac h2v_0-\tfrac C2v_1=Ev_1.$$

In Lean, `*ᵥ` applies the matrix to the state and `•` multiplies the state by the energy. The proof computes both components and compares them.

```lean
/-- The eigenvalue equation of the bond is equivalent to two secular equations
for the orbital amplitudes. -/
theorem secular_equations (h C E : ℝ) (v : Fin 2 → ℝ) :
    bondHamiltonian h C *ᵥ v = E • v ↔
      C / 2 * v 0 + h / 2 * v 1 = E * v 0 ∧ h / 2 * v 0 - C / 2 * v 1 = E * v 1 := by
  have e0 : (bondHamiltonian h C *ᵥ v) 0 = C / 2 * v 0 + h / 2 * v 1 := by
    simp [bondHamiltonian, Matrix.mulVec, dotProduct, Fin.sum_univ_two]
  have e1 : (bondHamiltonian h C *ᵥ v) 1 = h / 2 * v 0 + -C / 2 * v 1 := by
    simp [bondHamiltonian, Matrix.mulVec, dotProduct, Fin.sum_univ_two]
  constructor
  · intro hv
    have h0 := congrFun hv 0
    have h1 := congrFun hv 1
    rw [e0, Pi.smul_apply, smul_eq_mul] at h0
    rw [e1, Pi.smul_apply, smul_eq_mul] at h1
    exact ⟨h0, by linarith⟩
  · rintro ⟨h0, h1⟩
    refine funext (Fin.forall_fin_two.2 ⟨?_, ?_⟩)
    · rw [e0, Pi.smul_apply, smul_eq_mul, h0]
    · rw [e1, Pi.smul_apply, smul_eq_mul]
      linarith
```

Square the two equations and add. The cross terms $\pm\tfrac{hC}{2}v_0v_1$ cancel, leaving

$$\tfrac{h^2+C^2}{4}(v_0^2+v_1^2)=E^2(v_0^2+v_1^2).$$

Dividing by the population gives $E^2=(h^2+C^2)/4$. The `linear_combination` step performs this addition of squares.

```lean
/-- The squared energy of every stationary state of the bond is `(h² + C²) / 4`. -/
theorem energy_sq {h C E : ℝ} {v : Fin 2 → ℝ} (hv : v ≠ 0)
    (hE : bondHamiltonian h C *ᵥ v = E • v) : E ^ 2 = (h ^ 2 + C ^ 2) / 4 := by
  obtain ⟨p, q⟩ := (secular_equations h C E v).1 hE
  apply mul_right_cancel₀ (population_pos hv).ne'
  -- add the squares of the secular equations
  linear_combination (-(C / 2 * v 0 + h / 2 * v 1 + E * v 0)) * p
    - (h / 2 * v 0 - C / 2 * v 1 + E * v 1) * q
```

## Polarity and bond order

Multiply the first equation by $v_0$, the second by $v_1$, and subtract:

$$\tfrac C2(v_0^2+v_1^2)=E(v_0^2-v_1^2),\quad\text{so } Ep=\tfrac C2.$$

Multiply the first by $v_1$, the second by $v_0$, and add:

$$\tfrac h2(v_0^2+v_1^2)=2Ev_0v_1,\quad\text{so } Eb=\tfrac h2.$$

The coefficients given to `linear_combination` are these weights, up to sign. In the code, `p` and `q` name the two secular equations; the polarity is written `polarity v`.

```lean
/-- In a stationary state, energy times polarity is half the heteropolar splitting,
and energy times bond order is half the homopolar coupling. -/
theorem energy_mul_polarity_and_bondOrder {h C E : ℝ} {v : Fin 2 → ℝ} (hv : v ≠ 0)
    (hE : bondHamiltonian h C *ᵥ v = E • v) :
    E * polarity v = C / 2 ∧ E * bondOrder v = h / 2 := by
  obtain ⟨p, q⟩ := (secular_equations h C E v).1 hE
  have hs := (population_pos hv).ne'
  constructor
  · rw [polarity, ← mul_div_assoc, div_eq_iff hs]
    linear_combination (-(v 0)) * p + v 1 * q
  · rw [bondOrder, ← mul_div_assoc, div_eq_iff hs]
    linear_combination (-(v 1)) * p - v 0 * q
```

Squaring $Ep=C/2$ and inserting $E^2$ gives $p^2(h^2+C^2)=C^2$, hence $p^2=f$. The theorem assumes a gap (`hc`), a nonzero state (`hv`) and the eigenvalue equation (`hE`). Since `E` is arbitrary, it covers bonding and antibonding states alike.

```lean
/-- If `h` and `C` are not both zero, the squared polarity of every stationary state of the bond
equals the Phillips ionicity. -/
theorem polarity_sq_eq_ionicity {h C E : ℝ} (hc : h ≠ 0 ∨ C ≠ 0) {v : Fin 2 → ℝ}
    (hv : v ≠ 0) (hE : bondHamiltonian h C *ᵥ v = E • v) :
    polarity v ^ 2 = ionicity h C := by
  have hsq := energy_sq hv hE
  have hp := (energy_mul_polarity_and_bondOrder hv hE).1
  rw [ionicity, eq_div_iff (gap_sq_pos hc).ne']
  -- eliminate the energy
  linear_combination (-4 * polarity v ^ 2) * hsq + 4 * (E * polarity v + C / 2) * hp
```

In this two-orbital tight-binding model with a gap, the ionicity parameter is therefore the square of the normalised population difference in either stationary state. Here $h$ and $C$ are given numbers: the theorem neither extracts them from a crystal's dielectric response nor predicts its structure.

The same elimination for $b$ gives $b^2=h^2/(h^2+C^2)=1-f$.

```lean
/-- If `h` and `C` are not both zero, the squared bond order of every stationary state of the bond
is one minus the Phillips ionicity. -/
theorem bondOrder_sq_eq_one_sub_ionicity {h C E : ℝ} (hc : h ≠ 0 ∨ C ≠ 0)
    {v : Fin 2 → ℝ} (hv : v ≠ 0) (hE : bondHamiltonian h C *ᵥ v = E • v) :
    bondOrder v ^ 2 = 1 - ionicity h C := by
  have hsq := energy_sq hv hE
  have hb := (energy_mul_polarity_and_bondOrder hv hE).2
  have hne := (gap_sq_pos hc).ne'
  have hi : ionicity h C * (h ^ 2 + C ^ 2) = C ^ 2 := div_mul_cancel₀ _ hne
  apply mul_right_cancel₀ hne
  linear_combination (-4 * bondOrder v ^ 2) * hsq
    + 4 * (E * bondOrder v + h / 2) * hb + hi
```

The limits are clear. For $C=0$, $h\ne0$, the populations are equal and $f=0$; for $h=0$, $C\ne0$, each eigenstate occupies one orbital and $f=1$. If both vanish, every nonzero vector is an eigenvector and its polarity is arbitrary.

## The bonding state

Setting $E=-g/2$ in $Ep=C/2$ also fixes the sign: $p=-C/g$. For $C\ne0$, the lower orbital therefore has the larger population.

```lean
/-- If `h` and `C` are not both zero, a stationary state at the bonding energy has polarity `-C /
√(h² + C²)`. -/
theorem bonding_polarity {h C : ℝ} (hc : h ≠ 0 ∨ C ≠ 0) {v : Fin 2 → ℝ} (hv : v ≠ 0)
    (hE : bondHamiltonian h C *ᵥ v = bondingEnergy h C • v) :
    polarity v = -C / Real.sqrt (h ^ 2 + C ^ 2) := by
  have hp := (energy_mul_polarity_and_bondOrder hv hE).1
  rw [bondingEnergy] at hp
  rw [eq_div_iff (Real.sqrt_pos.2 (gap_sq_pos hc)).ne']
  linear_combination (-2) * hp
```

Such a state always exists. If $C+g\ne0$, take $v=(-h,\,C+g)$. The two rows of $Hv$ are

$$-\tfrac{Ch}{2}+\tfrac{h(C+g)}{2}=-\tfrac g2(-h),$$
$$-\tfrac{h^2}{2}-\tfrac{C(C+g)}{2}=-\tfrac{g^2+Cg}{2}=-\tfrac g2(C+g).$$

Dividing $v$ by $\sqrt{2g(g+C)}$ normalises it. If $C+g=0$, then $g^2=C^2$ forces $h=0$, and $(1,0)$ has energy $C/2=-g/2$. The proof splits into these two cases.

```lean
/-- Every bond Hamiltonian has a nonzero stationary state at the bonding energy. -/
theorem exists_bonding_state (h C : ℝ) :
    ∃ v : Fin 2 → ℝ, v ≠ 0 ∧ bondHamiltonian h C *ᵥ v = bondingEnergy h C • v := by
  have hg : Real.sqrt (h ^ 2 + C ^ 2) ^ 2 = h ^ 2 + C ^ 2 := Real.sq_sqrt (by positivity)
  unfold bondingEnergy
  generalize Real.sqrt (h ^ 2 + C ^ 2) = g at hg ⊢
  by_cases hz : C + g = 0
  · -- here `h = 0`, and orbital 0 alone is a state at the bonding energy
    have hh : h ^ 2 = 0 := by linear_combination (g - C) * hz - hg
    have h0 : h = 0 := pow_eq_zero_iff two_ne_zero |>.1 hh
    refine ⟨![1, 0], fun e => one_ne_zero (α := ℝ) (congrFun e 0),
      (secular_equations _ _ _ _).2 ⟨?_, ?_⟩⟩
    · show C / 2 * 1 + h / 2 * 0 = -g / 2 * 1
      linarith
    · show h / 2 * 1 - C / 2 * 0 = -g / 2 * 0
      linarith
  · refine ⟨![-h, C + g], fun e => hz (congrFun e 1),
      (secular_equations _ _ _ _).2 ⟨?_, ?_⟩⟩
    · show C / 2 * (-h) + h / 2 * (C + g) = -g / 2 * (-h)
      ring
    · show h / 2 * (-h) - C / 2 * (C + g) = -g / 2 * (C + g)
      linear_combination hg / 2
```

For example, $h=-4$ and $C=3$ in any energy unit give $g=5$ and bonding energy $-5/2$. The normalised state is $(1,2)/\sqrt5$, with $p=-3/5$ and $b=4/5$. Thus $p^2=9/25=f$ and $b^2=16/25=1-f$.

It remains to see that no real state lies below the bonding energy. Put $n=v_0^2+v_1^2$, $d=v_0^2-v_1^2$ and $s=2v_0v_1$, so that $d^2+s^2=n^2$ and $v\cdot Hv=(Cd+hs)/2$. From

$$(Cd+hs)^2+(Cs-hd)^2=(h^2+C^2)(d^2+s^2)=g^2n^2$$

it follows that $|Cd+hs|\le gn$, and so $v\cdot Hv\ge-\tfrac g2n$. In the code, `key` is the squared inequality and `bound` its lower half. The statement keeps the factor $n=v\cdot v$, so it needs no normalisation.

```lean
/-- The energy expectation of any state, times its squared norm, is at least the
bonding energy times that squared norm. -/
theorem bondingEnergy_le (h C : ℝ) (v : Fin 2 → ℝ) :
    bondingEnergy h C * (v ⬝ᵥ v) ≤ v ⬝ᵥ (bondHamiltonian h C *ᵥ v) := by
  have e : v ⬝ᵥ (bondHamiltonian h C *ᵥ v)
      = (C * (v 0 ^ 2 - v 1 ^ 2) + h * (2 * v 0 * v 1)) / 2 := by
    simp [bondHamiltonian, Matrix.mulVec, dotProduct, Fin.sum_univ_two]
    ring
  have n : v ⬝ᵥ v = v 0 ^ 2 + v 1 ^ 2 := by
    rw [dotProduct, Fin.sum_univ_two]
    ring
  have hg : Real.sqrt (h ^ 2 + C ^ 2) ^ 2 = h ^ 2 + C ^ 2 := Real.sq_sqrt (by positivity)
  -- Cauchy-Schwarz for (C, h) and (population difference, twice the amplitude product)
  have key : (C * (v 0 ^ 2 - v 1 ^ 2) + h * (2 * v 0 * v 1)) ^ 2
      ≤ (Real.sqrt (h ^ 2 + C ^ 2) * (v 0 ^ 2 + v 1 ^ 2)) ^ 2 := by
    rw [mul_pow, hg]
    nlinarith [sq_nonneg (C * (2 * v 0 * v 1) - h * (v 0 ^ 2 - v 1 ^ 2))]
  have bound := (abs_le.1 (abs_le_of_sq_le_sq key (by positivity))).1
  rw [e, n, bondingEnergy]
  linarith

end

end PhillipsIonicity
```

```lean
#print axioms PhillipsIonicity.polarity_sq_eq_ionicity
-- 'PhillipsIonicity.polarity_sq_eq_ionicity' depends on axioms: [propext, Classical.choice, Quot.sound]
#print axioms PhillipsIonicity.bonding_polarity
-- 'PhillipsIonicity.bonding_polarity' depends on axioms: [propext, Classical.choice, Quot.sound]
#print axioms PhillipsIonicity.exists_bonding_state
-- 'PhillipsIonicity.exists_bonding_state' depends on axioms: [propext, Classical.choice, Quot.sound]
#print axioms PhillipsIonicity.bondingEnergy_le
-- 'PhillipsIonicity.bondingEnergy_le' depends on axioms: [propext, Classical.choice, Quot.sound]
```
